# Honeycomb lattice with unit hopping: the average of E^(2N) is the number of closed walks of length 2N

A site of the honeycomb lattice is represented here by a sublattice label, A or B, and two integers m and n that name its unit cell. The lattice is infinite, and walks on it are counted from a list of neighbours alone, so the count is defined independently of the band energies with which it is compared.

The energies enter through the function

g(a, b) = 3 + 2 cos a + 2 cos b + 2 cos(a − b),

where a and b are the Bloch phases along the two lattice vectors. At each pair of phases the band energies E satisfy E² = g(a, b). For every N = 0, 1, 2, … the result is

(1/(2π)²) ∫₀^{2π} da ∫₀^{2π} db g(a, b)^N = number of closed walks of length 2N from A(0, 0).

For N = 1, 2, 3 the common value is 3, 15 and 93. For non-interacting electrons with one orbital per site, orthonormal orbitals, zero on-site energy and unit hopping between nearest neighbours only, these are the second, fourth and sixth moments of the local density of states per spin, and a numerical Brillouin-zone sum for this model can be tested against them.

```lean
import Mathlib

open scoped Real ComplexConjugate

namespace HoneycombMoments
```

## Sites, bonds and walks

The sites are A(m, n) and B(m, n), for all integers m and n.

```lean
/-- A site of the honeycomb lattice: sublattice A or B, in the unit cell `(m, n)`. -/
inductive Site
  | A (m n : ℤ)
  | B (m n : ℤ)
  deriving DecidableEq
```

Each A site has three bonds:

A(m, n) — B(m, n), B(m + 1, n), B(m, n + 1).

Read from the other end, the same bonds give

B(m, n) — A(m, n), A(m − 1, n), A(m, n − 1).

```lean
/-- The three nearest neighbours of a site; they lie on the other sublattice. -/
def neighbours : Site → List Site
  | .A m n => [.B m n, .B (m + 1) n, .B m (n + 1)]
  | .B m n => [.A m n, .A (m - 1) n, .A m (n - 1)]
```

Let W_k(s) be the number of k-step walks from the site s to A(0, 0). With no steps left, the walker must already be there. Otherwise the first step goes to one of the three neighbours:

W_0(s) = 1 if s = A(0, 0), and 0 otherwise,

W_{k+1}(s) = sum of W_k(s′) over the neighbours s′ of s.

```lean
/-- The number of nearest-neighbour walks with a given number of steps that lead from
a given site to the site A of the cell `(0, 0)`. -/
def walks : ℕ → Site → ℕ
  | 0, s => if s = .A 0 0 then 1 else 0
  | k + 1, s => ((neighbours s).map (walks k)).sum
```

In Lean, W_k(s) is `walks k s`. A walk may retrace its steps and may pass through A(0, 0) before it ends there.

## The Bloch Hamiltonian and the function g

Take a Bloch wave with amplitude u_A e^{i(ma+nb)} on A(m, n) and u_B e^{i(ma+nb)} on B(m, n). The three neighbours of A(m, n) contribute

u_B (1 + e^{ia} + e^{ib}) e^{i(ma+nb)},

so the bonds enter only through S(a, b) = 1 + e^{ia} + e^{ib}.

```lean
/-- The sum of the Bloch phases over the three bonds of an A site. -/
noncomputable def structureFactor (a b : ℝ) : ℂ :=
  1 + Complex.exp (a * Complex.I) + Complex.exp (b * Complex.I)
```

With the on-site energy as zero and the hopping as the unit of energy, the Hamiltonian for the pair (u_A, u_B) is the 2×2 matrix H with rows (0, S) and (S*, 0).

```lean
/-- The nearest-neighbour Bloch Hamiltonian of the honeycomb lattice, with unit hopping. -/
noncomputable def bloch (a b : ℝ) : Matrix (Fin 2) (Fin 2) ℂ :=
  !![0, structureFactor a b; conj (structureFactor a b), 0]
```

The file takes this matrix as a definition; its derivation from the bonds is the short argument just given. The unit hopping stands for equal coupling along all three bonds. A real hopping τ, the same on every bond, would multiply the average of E^(2N) by τ^(2N), whatever its sign.

The function g is written out explicitly.

```lean
/-- The function `g(a, b) = 3 + 2 cos a + 2 cos b + 2 cos (a - b)`. -/
noncomputable def bandSq (a b : ℝ) : ℝ :=
  3 + 2 * Real.cos a + 2 * Real.cos b + 2 * Real.cos (a - b)
```

The average of a function f over the phases is

⟨f⟩ = (1/(2π)²) ∫₀^{2π} da ∫₀^{2π} db f(a, b).

Since a and b depend linearly on the wave vector, this is the average over the Brillouin zone whenever f has period 2π in both phases, as the powers of g do.

```lean
/-- The average of a function of two Bloch phases over `[0, 2π]²`. -/
noncomputable def bzAvg (f : ℝ → ℝ → ℝ) : ℝ :=
  (∫ a in (0 : ℝ)..(2 * π), ∫ b in (0 : ℝ)..(2 * π), f a b) / (2 * π) ^ 2
```

Multiplying the constant 1 by g produces cosines of a, b and a − b, and further multiplications produce cosines of other integer combinations of a and b. The induction below keeps track of all of them through the family

g(a, b)^N cos(ma + nb).

```lean
/-- The `N`-th power of `g` times the lattice harmonic `cos (m a + n b)`. -/
noncomputable def harmonic (N : ℕ) (m n : ℤ) (a b : ℝ) : ℝ :=
  bandSq a b ^ N * Real.cos (m * a + n * b)
```

To connect g with the energies, compute

|S|² = (1 + cos a + cos b)² + (sin a + sin b)²
= 1 + (cos² a + sin² a) + (cos² b + sin² b) + 2 cos a + 2 cos b + 2(cos a cos b + sin a sin b)
= 3 + 2 cos a + 2 cos b + 2 cos(a − b) = g.

The square of H is diagonal with entries SS* and S*S, so H² = g·1. As H has zero trace, its eigenvalues are E = ±√g.

```lean
/-- The square of the Bloch Hamiltonian is `g(a, b)` times the identity. -/
theorem bloch_sq (a b : ℝ) : bloch a b ^ 2 = (bandSq a b : ℂ) • 1 := by
  have hs : Complex.normSq (structureFactor a b) = bandSq a b := by
    rw [Complex.normSq_apply]
    simp only [structureFactor, Complex.add_re, Complex.add_im, Complex.one_re,
      Complex.one_im, Complex.exp_ofReal_mul_I_re, Complex.exp_ofReal_mul_I_im,
      bandSq, Real.cos_sub]
    linear_combination Real.sin_sq_add_cos_sq a + Real.sin_sq_add_cos_sq b
  have h : structureFactor a b * conj (structureFactor a b) = (bandSq a b : ℂ) := by
    rw [Complex.mul_conj, hs]
  have h' : conj (structureFactor a b) * structureFactor a b = (bandSq a b : ℂ) := by
    rw [mul_comm, h]
  rw [pow_two, bloch, Matrix.mul_fin_two]
  simp only [zero_mul, mul_zero, zero_add, add_zero, h, h']
  ext i j
  fin_cases i <;> fin_cases j <;> simp
```

The theorem states H² = g·1. In its proof `linear_combination` supplies the two identities sin² + cos² = 1, `h` and `h'` restate |S|² = g as SS* = g and S*S = g, and the remaining lines multiply the matrix by itself and compare entries. The later proofs do not use this theorem; it gives g its physical meaning.

## Two hops on the lattice

Starting from A(m, n), the second hop leads from each possible intermediate site to

B(m, n) → A(m, n), A(m − 1, n), A(m, n − 1)
B(m + 1, n) → A(m + 1, n), A(m, n), A(m + 1, n − 1)
B(m, n + 1) → A(m, n + 1), A(m − 1, n + 1), A(m, n).

The starting site appears three times and each of the six nearest A sites once. Writing W_k(m, n) for W_k(A(m, n)), we get

W_{k+2}(m, n) = 3 W_k(m, n) + W_k(m − 1, n) + W_k(m + 1, n) + W_k(m, n − 1) + W_k(m, n + 1) + W_k(m − 1, n + 1) + W_k(m + 1, n − 1).

```lean
/-- The number of walks of `k + 2` steps from an A site to the A site of cell `(0, 0)` is three
times the number of such walks of `k` steps from the same site, plus the numbers of such walks of
`k` steps from each of its six nearest A sites. -/
theorem walks_two_step (k : ℕ) (m n : ℤ) :
    walks (k + 2) (.A m n) = 3 * walks k (.A m n)
      + walks k (.A (m - 1) n) + walks k (.A (m + 1) n)
      + walks k (.A m (n - 1)) + walks k (.A m (n + 1))
      + walks k (.A (m - 1) (n + 1)) + walks k (.A (m + 1) (n - 1)) := by
  simp only [walks, neighbours, List.map_cons, List.map_nil, List.sum_cons,
    List.sum_nil, add_sub_cancel_right]
  ring
```

Here `simp only` unfolds the recursion twice, and `ring` collects the nine terms.

## Averages of cosines

For continuous functions u and v,

⟨u + v⟩ = ⟨u⟩ + ⟨v⟩.

The inner integral splits at each fixed a, and then the outer integral splits.

```lean
/-- The average of a sum of two continuous functions is the sum of their averages. -/
theorem bzAvg_add {f g : ℝ → ℝ → ℝ} (hf : Continuous fun p : ℝ × ℝ => f p.1 p.2)
    (hg : Continuous fun p : ℝ × ℝ => g p.1 p.2) :
    bzAvg (fun a b => f a b + g a b) = bzAvg f + bzAvg g := by
  have slice : ∀ {u : ℝ → ℝ → ℝ}, (Continuous fun p : ℝ × ℝ => u p.1 p.2) →
      ∀ a, Continuous (fun b => u a b) := fun hu a =>
    hu.comp (by fun_prop : Continuous fun b : ℝ => (a, b))
  have inner : ∀ a, (∫ b in (0 : ℝ)..(2 * π), (f a b + g a b)) =
      (∫ b in (0 : ℝ)..(2 * π), f a b) + ∫ b in (0 : ℝ)..(2 * π), g a b := fun a =>
    intervalIntegral.integral_add ((slice hf a).intervalIntegrable _ _)
      ((slice hg a).intervalIntegrable _ _)
  have cf : Continuous fun a => ∫ b in (0 : ℝ)..(2 * π), f a b :=
    intervalIntegral.continuous_parametric_intervalIntegral_of_continuous' (f := f) hf _ _
  have cg : Continuous fun a => ∫ b in (0 : ℝ)..(2 * π), g a b :=
    intervalIntegral.continuous_parametric_intervalIntegral_of_continuous' (f := g) hg _ _
  unfold bzAvg
  simp only [inner]
  rw [intervalIntegral.integral_add (cf.intervalIntegrable _ _) (cg.intervalIntegrable _ _)]
  ring
```

The lemma calls the two functions `f` and `g`; this `g` is arbitrary. Continuity ensures integrability at both stages: `inner` splits the integral over b, while `cf` and `cg` state that the results are continuous in a.

For a nonzero integer n and any real c,

∫₀^{2π} cos(c + nb) db = [sin(c + 2πn) − sin c]/n = 0.

```lean
/-- A cosine with a nonzero integer wave number integrates to zero over a full period,
whatever its phase shift. -/
theorem integral_cos_period (n : ℤ) (hn : n ≠ 0) (c : ℝ) :
    ∫ b in (0 : ℝ)..(2 * π), Real.cos (c + n * b) = 0 := by
  have hn' : (n : ℝ) ≠ 0 := Int.cast_ne_zero.mpr hn
  have hd : ∀ b ∈ Set.uIcc (0 : ℝ) (2 * π),
      HasDerivAt (fun b : ℝ => Real.sin (c + n * b) / n) (Real.cos (c + n * b)) b := by
    intro b _
    have h := (((hasDerivAt_id' b).const_mul (n : ℝ)).const_add c).sin.div_const (n : ℝ)
    exact h.congr_deriv (by field_simp)
  rw [intervalIntegral.integral_eq_sub_of_hasDerivAt hd
    ((by fun_prop : Continuous fun b : ℝ => Real.cos (c + n * b)).intervalIntegrable _ _)]
  simp only [Real.sin_add_int_mul_two_pi, mul_zero, add_zero, sub_self]
```

The derivative of sin(c + nb)/n is established in `hd`, and the fundamental theorem of calculus does the rest. Without the hypothesis `hn : n ≠ 0` the statement is false: for n = 0 and c = 0 the integrand is 1 and the integral is 2π.

For the average of cos(ma + nb) there are three cases. If n ≠ 0, the inner integral vanishes, with c = ma. If n = 0 and m ≠ 0, the inner integral is 2π cos(ma), which the outer integral sends to zero. If m = n = 0, the average is (2π)²/(2π)² = 1. Hence

⟨cos(ma + nb)⟩ = 1 if m = n = 0, and 0 otherwise.

```lean
/-- The harmonic `cos (m a + n b)` averages to one if `m = n = 0` and to zero otherwise. -/
theorem bzAvg_cos (m n : ℤ) :
    bzAvg (fun a b => Real.cos (m * a + n * b)) = if m = 0 ∧ n = 0 then 1 else 0 := by
  have hpi : π ≠ 0 := Real.pi_ne_zero
  unfold bzAvg
  by_cases hn : n = 0
  · subst hn
    by_cases hm : m = 0
    · subst hm
      simp only [Int.cast_zero, zero_mul, add_zero, Real.cos_zero,
        intervalIntegral.integral_const, smul_eq_mul, sub_zero, mul_one, and_self, if_true]
      field_simp
    · have h := integral_cos_period m hm 0
      simp only [zero_add] at h
      simp only [Int.cast_zero, zero_mul, add_zero, intervalIntegral.integral_const,
        smul_eq_mul, sub_zero, intervalIntegral.integral_const_mul, h, mul_zero, zero_div]
      simp [hm]
  · simp only [integral_cos_period n hn]
    simp [hn]
```

The two uses of `by_cases` make the same division into cases.

## Multiplication by g acts like two hops

Put t = ma + nb and use

2 cos x cos t = cos(t − x) + cos(t + x)

for x = a, x = b and x = a − b. The first choice shifts m by ∓1, the second shifts n by ∓1, and the third shifts (m, n) to (m − 1, n + 1) and (m + 1, n − 1). Together with the constant 3 in g, this gives

g cos(ma + nb) = 3 cos(ma + nb)
+ cos((m − 1)a + nb) + cos((m + 1)a + nb)
+ cos(ma + (n − 1)b) + cos(ma + (n + 1)b)
+ cos((m − 1)a + (n + 1)b) + cos((m + 1)a + (n − 1)b).

Let M_N(m, n) = ⟨g^N cos(ma + nb)⟩. Multiplying the last equation by g^N and averaging yields

M_{N+1}(m, n) = 3 M_N(m, n) + M_N(m − 1, n) + M_N(m + 1, n) + M_N(m, n − 1) + M_N(m, n + 1) + M_N(m − 1, n + 1) + M_N(m + 1, n − 1).

This is the two-hop recursion. The starting values agree as well, since M_0(m, n) and W_0(m, n) are both 1 at m = n = 0 and 0 elsewhere. By induction,

M_N(m, n) = W_{2N}(m, n).

```lean
/-- The average of `g^N cos (m a + n b)` is the number of walks of length `2N` from the
A site of cell `(m, n)` to the A site of cell `(0, 0)`. -/
theorem bzAvg_harmonic (N : ℕ) (m n : ℤ) :
    bzAvg (harmonic N m n) = walks (2 * N) (.A m n) := by
  induction N generalizing m n with
  | zero =>
    have h : harmonic 0 m n = fun a b => Real.cos (m * a + n * b) := by
      funext a b
      simp [harmonic]
    rw [h, bzAvg_cos]
    simp [walks]
  | succ N ih =>
    have pts : ∀ t x u v : ℝ, u = t - x → v = t + x →
        Real.cos u + Real.cos v = 2 * Real.cos x * Real.cos t := by
      intro t x u v hu hv
      rw [hu, hv, Real.cos_sub, Real.cos_add]
      ring
    -- multiplication by g shifts the harmonic exactly as two hops shift the site
    have key : harmonic (N + 1) m n = fun a b =>
        harmonic N m n a b + harmonic N m n a b + harmonic N m n a b
        + harmonic N (m - 1) n a b + harmonic N (m + 1) n a b
        + harmonic N m (n - 1) a b + harmonic N m (n + 1) a b
        + harmonic N (m - 1) (n + 1) a b + harmonic N (m + 1) (n - 1) a b := by
      funext a b
      have hA := pts (m * a + n * b) a (((m - 1 : ℤ) : ℝ) * a + n * b)
        (((m + 1 : ℤ) : ℝ) * a + n * b) (by push_cast; ring) (by push_cast; ring)
      have hB := pts (m * a + n * b) b (m * a + ((n - 1 : ℤ) : ℝ) * b)
        (m * a + ((n + 1 : ℤ) : ℝ) * b) (by push_cast; ring) (by push_cast; ring)
      have hC := pts (m * a + n * b) (a - b)
        (((m - 1 : ℤ) : ℝ) * a + ((n + 1 : ℤ) : ℝ) * b)
        (((m + 1 : ℤ) : ℝ) * a + ((n - 1 : ℤ) : ℝ) * b)
        (by push_cast; ring) (by push_cast; ring)
      have hg : bandSq a b =
        3 + 2 * Real.cos a + 2 * Real.cos b + 2 * Real.cos (a - b) := rfl
      simp only [harmonic, pow_succ]
      linear_combination bandSq a b ^ N * Real.cos (m * a + n * b) * hg
        - bandSq a b ^ N * (hA + hB + hC)
    rw [key, bzAvg_add, bzAvg_add, bzAvg_add, bzAvg_add, bzAvg_add, bzAvg_add,
      bzAvg_add, bzAvg_add]
    · simp only [ih]
      rw [show 2 * (N + 1) = 2 * N + 2 from rfl, walks_two_step]
      push_cast
      ring
    all_goals
      simp only [harmonic, bandSq]
      fun_prop
```

The induction is carried out for all cells at once (`generalizing m n`), because the step for one cell needs the values at seven. The product-to-sum formula is `pts`, and its three uses are `hA`, `hB` and `hC`. The identity `key` writes the factor 3 as three equal terms, so that eight applications of `bzAvg_add` split the average completely. The induction hypothesis and `walks_two_step` then close the step, and `fun_prop` provides the continuity that the splitting requires.

## The moments

At m = n = 0 the cosine is 1, and the previous result becomes

⟨g^N⟩ = W_{2N}(0, 0).

```lean
/-- The average of `g^N` over `[0, 2π]²` is the number of closed walks of length `2N` from the A
site of cell `(0, 0)` of the honeycomb lattice. -/
theorem moment_eq_closed_walks (N : ℕ) :
    bzAvg (fun a b => bandSq a b ^ N) = walks (2 * N) (.A 0 0) := by
  rw [← bzAvg_harmonic]
  congr 1
  funext a b
  simp [harmonic]
```

In words: for every natural number N, the average of the N-th power of g equals the number of walks with 2N steps that start and end at A(0, 0), with that whole number read as a real number. Nothing further is assumed. Translation and inversion symmetry extend the count to every other site, although the theorem itself speaks of A(0, 0).

The first values follow from the two-hop recursion. A closed walk of length 2 goes out along one of three bonds and back, so W_2(0, 0) = 3. Each of the six nearest A sites is joined to the origin by exactly one two-step walk, which gives

W_4(0, 0) = 3·3 + 6·1 = 15.

For length 6 we need W_4 at a nearest A site. Of the six A sites around it, one is the origin, with W_2 = 3, two are themselves nearest to the origin, with W_2 = 1, and the other three have W_2 = 0. Hence W_4 = 3·1 + 3 + 2·1 = 8 there, and

W_6(0, 0) = 3·15 + 6·8 = 93.

```lean
/-- The averages of `g`, `g²` and `g³` over `[0, 2π]²` are 3, 15 and 93. -/
theorem first_moments :
    bzAvg (fun a b => bandSq a b) = 3 ∧ bzAvg (fun a b => bandSq a b ^ 2) = 15 ∧
      bzAvg (fun a b => bandSq a b ^ 3) = 93 := by
  have h1 := moment_eq_closed_walks 1
  have h2 := moment_eq_closed_walks 2
  have h3 := moment_eq_closed_walks 3
  -- the closed walks of length 2, 4 and 6 are counted by evaluation
  rw [show walks (2 * 1) (.A 0 0) = 3 by decide +kernel] at h1
  rw [show walks (2 * 2) (.A 0 0) = 15 by decide +kernel] at h2
  rw [show walks (2 * 3) (.A 0 0) = 93 by decide +kernel] at h3
  simp only [pow_one, Nat.cast_ofNat] at h1 h2 h3
  exact ⟨h1, h2, h3⟩

end HoneycombMoments
```

The proof applies the general theorem at N = 1, 2, 3 and lets `decide +kernel` evaluate the three walk counts directly from the neighbour list.

```lean
#print axioms HoneycombMoments.bloch_sq
#print axioms HoneycombMoments.moment_eq_closed_walks
#print axioms HoneycombMoments.first_moments
```

```
'HoneycombMoments.bloch_sq' depends on axioms: [propext, Classical.choice, Quot.sound]
'HoneycombMoments.moment_eq_closed_walks' depends on axioms: [propext, Classical.choice, Quot.sound]
'HoneycombMoments.first_moments' depends on axioms: [propext, Classical.choice, Quot.sound]
```
